# At least linear growth of the leapfrog polynomials when |h||z| ≥ 1

The leapfrog scheme for the Schrödinger equation, ψₙ₊₂ = ψₙ − 2ihHψₙ₊₁ with real time step h and ħ = 1, generates polynomials in the Hamiltonian H with P₀ = 0, P₁ = 1 and Pₙ₊₂(X) = Pₙ(X) − 2ihX Pₙ₊₁(X). The theorem puts a complex number z in place of H and says that if |h||z| ≥ 1, then |Pₙ(z)| ≥ n for every n. It is a statement about numbers only, with no operator or state vector in it. The proof shows by induction that each step raises the modulus by at least one, using the recurrence and the reverse triangle inequality, and then sums these increases by a second induction.

As first written in Lean, the proof fails:

```lean
import Mathlib

open Complex Polynomial

namespace StepPolyGrowth

noncomputable section

variable {E : Type*} [NormedAddCommGroup E] [InnerProductSpace ℂ E]

/-- The polynomials `P n` in the Hamiltonian generated by the scheme from the starting
values `0` and `1`. -/
def stepPoly (h : ℝ) : ℕ → ℂ[X]
  | 0 => 0
  | 1 => 1
  | n + 2 => stepPoly h n - (2 * I * (h : ℂ)) • (X * stepPoly h (n + 1))

/-- At a complex number `z` with `|h| ‖z‖ ≥ 1` the polynomials of the scheme grow at least
linearly: `‖P n (z)‖ ≥ n`. -/
theorem stepPoly_growth (h : ℝ) (z : ℂ) (hz : 1 ≤ |h| * ‖z‖) (n : ℕ) :
    (n : ℝ) ≤ ‖(stepPoly h n).eval z‖ := by
  have hc : ‖2 * I * (h : ℂ)‖ = 2 * |h| := by simp
  -- each step raises the modulus by at least one
  have key : ∀ m : ℕ, ‖(stepPoly h m).eval z‖ + 1 ≤ ‖(stepPoly h (m + 1)).eval z‖ := by
    intro m
    induction m with
    | zero => simp [stepPoly]
    | succ m ih =>
      have hrec : (stepPoly h (m + 1 + 1)).eval z = (stepPoly h m).eval z
          - 2 * I * (h : ℂ) * (z * (stepPoly h (m + 1)).eval z) := by
        simp only [stepPoly, eval_sub, eval_smul, eval_mul, eval_X, smul_eq_mul]
      have htri := norm_sub_norm_le
        (2 * I * (h : ℂ) * (z * (stepPoly h (m + 1)).eval z)) ((stepPoly h m).eval z)
      rw [norm_sub_rev, ← hrec, norm_mul, norm_mul, hc] at htri
      have hmul := mul_le_mul_of_nonneg_right hz
        (norm_nonneg ((stepPoly h (m + 1)).eval z))
      linarith
  induction n with
  | zero => simp
  | succ n ih =>
    have := key n
    push_cast
    linarith

end

end StepPolyGrowth
```

Messages:

```
Main.lean:34:52: error: Tactic `rewrite` failed: Did not find an occurrence of the pattern
  ‖2 * I * ↑h‖
in the target expression
  ‖2 * I‖ * ‖↑h‖ * ‖z * eval z (stepPoly h (m + 1))‖ - ‖eval z (stepPoly h m)‖ ≤ ‖eval z (stepPoly h (m + 1 + 1))‖

case succ
h : ℝ
z : ℂ
hz : 1 ≤ |h| * ‖z‖
n : ℕ
hc : ‖2 * I * ↑h‖ = 2 * |h|
m : ℕ
ih : ‖eval z (stepPoly h m)‖ + 1 ≤ ‖eval z (stepPoly h (m + 1))‖
hrec : eval z (stepPoly h (m + 1 + 1)) = eval z (stepPoly h m) - 2 * I * ↑h * (z * eval z (stepPoly h (m + 1)))
htri : ‖2 * I‖ * ‖↑h‖ * ‖z * eval z (stepPoly h (m + 1))‖ - ‖eval z (stepPoly h m)‖ ≤ ‖eval z (stepPoly h (m + 1 + 1))‖
⊢ ‖eval z (stepPoly h (m + 1))‖ + 1 ≤ ‖eval z (stepPoly h (m + 1 + 1))‖
```

Diagnosis. The error is one of order in the `rw` on `htri`. The first `norm_mul` splits the norm of the whole product into `‖2 * I * ↑h‖ * ‖z * eval z (stepPoly h (m + 1))‖`, as intended. The second was needed for the factor with `z`, but `rw` takes the first match it finds, and that is `‖2 * I * ↑h‖`. This becomes `‖2 * I‖ * ‖↑h‖`, so the left side of `hc` no longer occurs in `htri`, and Lean reports that the pattern is missing.

The repair uses `hc` directly after the first split, while `‖2 * I * ↑h‖` is still whole, and turns it into `2 * |h|`. The last rewrite, `norm_mul z`, then splits the remaining product and gives the factor `‖z‖` that `linarith` needs to combine `htri` with `hmul`. The new order is what cures the error. The explicit arguments to `norm_mul` only spell out which product is meant, since in this order the plain lemma would find the same ones.

The change, after which it compiles:

```diff
@@ -32,5 +32,5 @@
       have htri := norm_sub_norm_le
         (2 * I * (h : ℂ) * (z * (stepPoly h (m + 1)).eval z)) ((stepPoly h m).eval z)
-      rw [norm_sub_rev, ← hrec, norm_mul, norm_mul, hc] at htri
+      rw [norm_sub_rev, ← hrec, norm_mul (2 * I * (h : ℂ)), hc, norm_mul z] at htri
       have hmul := mul_le_mul_of_nonneg_right hz
         (norm_nonneg ((stepPoly h (m + 1)).eval z))
```
